# Axial potential and capacitance $2a/\pi$ of a charged conducting disc

A numerical Poisson or boundary-element solver can be tested on an isolated, infinitely thin conducting disc of radius $a$ carrying charge $Q$ by comparing its output with the potential $(Q/a)\arctan(a/z)$ at height $z>0$ on the axis and with the capacitance $2a/\pi$, in Gaussian units and with the potential zero at infinity. The file below takes such a disc in vacuum with its charge density prescribed, and derives the axial potential and the value $2a/\pi$ for the ratio of charge to centre potential; that the prescribed density makes the whole disc an equipotential is assumed, not proved.

```lean
import Mathlib

open Real Set Filter Topology MeasureTheory

namespace ConductingDisc

noncomputable section

/-- Surface charge density `σ(s) = Q / (2π a √(a² - s²))` at radius `s` on a disc of
radius `a` (Gaussian units, both faces summed). -/
def surfaceDensity (Q a s : ℝ) : ℝ := Q / (2 * π * a * √(a ^ 2 - s ^ 2))

/-- Charge per unit radius `2π s σ(s)` carried by the ring of radius `s`. -/
def ringCharge (Q a s : ℝ) : ℝ := 2 * π * s * surfaceDensity Q a s

/-- Charge of the disc, summed over the rings `0 < s < a`. -/
def totalCharge (Q a : ℝ) : ℝ := ∫ s in (0 : ℝ)..a, ringCharge Q a s

/-- Coulomb potential on the axis at height `z`, each ring lying at distance
`√(s² + z²)`. -/
def axialPotential (Q a z : ℝ) : ℝ :=
  ∫ s in (0 : ℝ)..a, ringCharge Q a s / √(s ^ 2 + z ^ 2)

/-- If `F` is continuous on `[0, b]` with nonnegative derivative `g` inside, then `c g` is
integrable on `(0, b)` with integral `c (F b - F 0)`. -/
theorem integral_of_nonneg_deriv (F g : ℝ → ℝ) (c : ℝ) {b : ℝ} (hb : 0 ≤ b)
    (hF : ContinuousOn F (Icc 0 b)) (hd : ∀ s ∈ Ioo 0 b, HasDerivAt F (g s) s)
    (hg : ∀ s ∈ Ioo 0 b, 0 ≤ g s) :
    IntervalIntegrable (fun s => c * g s) volume 0 b ∧
      ∫ s in (0 : ℝ)..b, c * g s = c * (F b - F 0) := by
  have hi : IntervalIntegrable g volume 0 b :=
    (intervalIntegrable_iff_integrableOn_Ioc_of_le hb).2
      (intervalIntegral.integrableOn_deriv_of_nonneg hF hd hg)
  refine ⟨hi.const_mul c, ?_⟩
  rw [intervalIntegral.integral_const_mul,
    intervalIntegral.integral_eq_sub_of_hasDerivAt_of_le hb hF hd hi]

/-- The charge per unit radius equals `(Q/a) s / √(a² - s²)`. -/
theorem ringCharge_eq (Q a s : ℝ) :
    ringCharge Q a s = Q / a * (s / √(a ^ 2 - s ^ 2)) := by
  unfold ringCharge surfaceDensity
  linear_combination (Q * s * a⁻¹ * (√(a ^ 2 - s ^ 2))⁻¹) * mul_inv_cancel₀ pi_ne_zero

/-- Inside the disc, `√(a² - s²)` has radial derivative `-s / √(a² - s²)`. -/
theorem hasDerivAt_rim {a s : ℝ} (h : 0 < a ^ 2 - s ^ 2) :
    HasDerivAt (fun x : ℝ => √(a ^ 2 - x ^ 2)) (-s / √(a ^ 2 - s ^ 2)) s := by
  have h1 : HasDerivAt (fun x : ℝ => a ^ 2 - x ^ 2) (-(2 * s)) s := by
    simpa using (hasDerivAt_pow 2 s).const_sub (a ^ 2)
  exact (h1.sqrt h.ne').congr_deriv (by ring)

/-- For `0 ≤ R ≤ a` the ring charge is integrable on `(0, R)` and the charge within radius
`R` is `Q (1 - √(a² - R²)/a)`. -/
theorem enclosed_charge (Q : ℝ) {a R : ℝ} (ha : 0 < a) (hR : 0 ≤ R) (hRa : R ≤ a) :
    IntervalIntegrable (ringCharge Q a) volume 0 R ∧
      ∫ s in (0 : ℝ)..R, ringCharge Q a s = Q * (1 - √(a ^ 2 - R ^ 2) / a) := by
  have h := integral_of_nonneg_deriv (fun s => -√(a ^ 2 - s ^ 2))
    (fun s => s / √(a ^ 2 - s ^ 2)) (Q / a) hR
    (Continuous.continuousOn (by fun_prop))
    (fun s hs => (hasDerivAt_rim (by nlinarith [hs.1, hs.2])).fun_neg.congr_deriv (by ring))
    (fun s hs => div_nonneg hs.1.le (sqrt_nonneg _))
  have e : ringCharge Q a = fun s => Q / a * (s / √(a ^ 2 - s ^ 2)) :=
    funext (ringCharge_eq Q a)
  have h0 : √(a ^ 2 - (0 : ℝ) ^ 2) = a := by
    rw [show a ^ 2 - (0 : ℝ) ^ 2 = a ^ 2 by ring, sqrt_sq ha.le]
  rw [e]
  refine ⟨h.1, h.2.trans ?_⟩
  show Q / a * (-√(a ^ 2 - R ^ 2) - -√(a ^ 2 - (0 : ℝ) ^ 2)) = _
  rw [h0]
  linear_combination Q * mul_inv_cancel₀ ha.ne'

/-- The ring charge is integrable over the whole disc and the total charge is `Q`. -/
theorem total_charge (Q : ℝ) {a : ℝ} (ha : 0 < a) :
    IntervalIntegrable (ringCharge Q a) volume 0 a ∧ totalCharge Q a = Q := by
  have h := enclosed_charge Q ha ha.le le_rfl
  refine ⟨h.1, h.2.trans ?_⟩
  simp

/-- At height `z > 0` on the axis the ring contributions are integrable and the potential
is `(Q/a) arctan(a/z)`. -/
theorem axial_potential (Q : ℝ) {a z : ℝ} (ha : 0 < a) (hz : 0 < z) :
    IntervalIntegrable (fun s => ringCharge Q a s / √(s ^ 2 + z ^ 2)) volume 0 a ∧
      axialPotential Q a z = Q / a * arctan (a / z) := by
  have hw : ∀ x : ℝ, 0 < √(x ^ 2 + z ^ 2) := fun x => sqrt_pos.2 (by positivity)
  have hw' : ∀ x : ℝ, √(x ^ 2 + z ^ 2) ≠ 0 := fun x => (hw x).ne'
  have hc : Continuous fun x : ℝ => √(a ^ 2 - x ^ 2) / √(x ^ 2 + z ^ 2) := by
    exact Continuous.div (by fun_prop) (by fun_prop) hw'
  -- with u = √(a² - s²), w = √(s² + z²), the derivative of -arctan(u/w) is s/(u w)
  have key : ∀ s u w : ℝ, 0 < u → 0 < w →
      -(1 / (1 + (u / w) ^ 2) * ((-s / u * w - u * (s / w)) / w ^ 2)) = s / u / w := by
    intro s u w hu hw
    have hne : w ^ 2 + u ^ 2 ≠ 0 := by positivity
    have e : 1 + (u / w) ^ 2 = (w ^ 2 + u ^ 2) / w ^ 2 := by field_simp
    rw [e]
    field_simp
    ring
  have h := integral_of_nonneg_deriv
    (fun s => -arctan (√(a ^ 2 - s ^ 2) / √(s ^ 2 + z ^ 2)))
    (fun s => s / √(a ^ 2 - s ^ 2) / √(s ^ 2 + z ^ 2)) (Q / a) ha.le
    (continuous_arctan.comp hc).neg.continuousOn
    (fun s hs => by
      have hp : 0 < a ^ 2 - s ^ 2 := by nlinarith [hs.1, hs.2]
      have h1 : HasDerivAt (fun x : ℝ => x ^ 2 + z ^ 2) (2 * s) s := by
        simpa using (hasDerivAt_pow 2 s).add_const (z ^ 2)
      have h2 : HasDerivAt (fun x : ℝ => √(x ^ 2 + z ^ 2)) (s / √(s ^ 2 + z ^ 2)) s :=
        (h1.sqrt (by positivity : s ^ 2 + z ^ 2 ≠ 0)).congr_deriv (by ring)
      exact ((hasDerivAt_rim hp).fun_div h2 (hw' s)).arctan.fun_neg.congr_deriv
        (key s _ _ (sqrt_pos.2 hp) (hw s)))
    (fun s hs => div_nonneg (div_nonneg hs.1.le (sqrt_nonneg _)) (sqrt_nonneg _))
  unfold axialPotential
  simp only [ringCharge_eq, mul_div_assoc]
  refine ⟨h.1, h.2.trans ?_⟩
  simp [sqrt_sq ha.le, sqrt_sq hz.le]

/-- At the centre of the disc (`z = 0`) the ring contributions are integrable and the
potential is `π Q / (2a)`. -/
theorem centre_potential (Q : ℝ) {a : ℝ} (ha : 0 < a) :
    IntervalIntegrable (fun s => ringCharge Q a s / √(s ^ 2 + 0 ^ 2)) volume 0 a ∧
      axialPotential Q a 0 = π * Q / (2 * a) := by
  -- the antiderivative is arcsin(s/a)
  have h := integral_of_nonneg_deriv (fun s => arcsin (s / a))
    (fun s => s / √(a ^ 2 - s ^ 2) / √(s ^ 2 + 0 ^ 2)) (Q / a) ha.le
    (continuous_arcsin.comp (continuous_id.div_const a)).continuousOn
    (fun s hs => by
      have hp : 0 < a ^ 2 - s ^ 2 := by nlinarith [hs.1, hs.2]
      have hs0 : 0 < s := hs.1
      have h1 : s / a ≠ -1 := by
        have := div_pos hs0 ha
        intro h
        linarith
      have h2 : s / a ≠ 1 := ((div_lt_one ha).2 hs.2).ne
      have hq : HasDerivAt (fun x : ℝ => x / a) (1 / a) s := (hasDerivAt_id' s).div_const a
      have hc : HasDerivAt (arcsin ∘ fun x : ℝ => x / a)
          (1 / √(1 - (s / a) ^ 2) * (1 / a)) s :=
        HasDerivAt.comp s (hasDerivAt_arcsin h1 h2) hq
      have e1 : √(1 - (s / a) ^ 2) = √(a ^ 2 - s ^ 2) / a := by
        rw [show 1 - (s / a) ^ 2 = (a ^ 2 - s ^ 2) / a ^ 2 by field_simp,
          sqrt_div hp.le, sqrt_sq ha.le]
      have e2 : √(s ^ 2 + (0 : ℝ) ^ 2) = s := by
        rw [show s ^ 2 + (0 : ℝ) ^ 2 = s ^ 2 by ring, sqrt_sq hs0.le]
      have e3 : 1 / √(1 - (s / a) ^ 2) * (1 / a)
          = s / √(a ^ 2 - s ^ 2) / √(s ^ 2 + (0 : ℝ) ^ 2) := by
        rw [e1, e2]
        have hu := sqrt_pos.2 hp
        generalize √(a ^ 2 - s ^ 2) = u at hu ⊢
        field_simp
      exact hc.congr_deriv e3)
    (fun s hs => div_nonneg (div_nonneg hs.1.le (sqrt_nonneg _)) (sqrt_nonneg _))
  unfold axialPotential
  simp only [ringCharge_eq]
  rw [show π * Q / (2 * a) = Q / a * (π / 2) by ring]
  simp only [mul_div_assoc]
  refine ⟨h.1, h.2.trans ?_⟩
  show Q / a * (arcsin (a / a) - arcsin (0 / a)) = _
  rw [div_self ha.ne', zero_div, arcsin_one, arcsin_zero, sub_zero]

/-- The axial potential tends to `π Q / (2a)` as the height `z` decreases to zero. -/
theorem potential_tendsto_centre (Q : ℝ) {a : ℝ} (ha : 0 < a) :
    Tendsto (axialPotential Q a) (𝓝[>] 0) (𝓝 (π * Q / (2 * a))) := by
  have h1 : Tendsto (fun z : ℝ => a / z) (𝓝[>] 0) atTop := by
    simpa only [div_eq_mul_inv] using tendsto_inv_nhdsGT_zero.const_mul_atTop ha
  have h := ((tendsto_arctan_atTop.mono_right nhdsWithin_le_nhds).comp h1).const_mul (Q / a)
  rw [show π * Q / (2 * a) = Q / a * (π / 2) by ring]
  refine h.congr' ?_
  filter_upwards [self_mem_nhdsWithin] with z hz
  exact (axial_potential Q ha hz).2.symm

/-- For `Q ≠ 0` the ratio of total charge to axial potential tends
to `2a/π` as `z → 0⁺` and equals `2a/π` at the centre. -/
theorem capacitance {Q a : ℝ} (hQ : Q ≠ 0) (ha : 0 < a) :
    Tendsto (fun z => totalCharge Q a / axialPotential Q a z) (𝓝[>] 0) (𝓝 (2 * a / π)) ∧
      totalCharge Q a / axialPotential Q a 0 = 2 * a / π := by
  have hπ := pi_ne_zero
  have ha' := ha.ne'
  have e : Q / (π * Q / (2 * a)) = 2 * a / π := by field_simp
  have hne : π * Q / (2 * a) ≠ 0 :=
    div_ne_zero (mul_ne_zero hπ hQ) (mul_ne_zero two_ne_zero ha')
  rw [(total_charge Q ha).2, (centre_potential Q ha).2, ← e]
  exact ⟨tendsto_const_nhds.div (potential_tendsto_centre Q ha) hne, rfl⟩

/-- Far field: the product of the height `z` and the axial potential tends to `Q` as
`z → ∞`. -/
theorem far_field (Q : ℝ) {a : ℝ} (ha : 0 < a) :
    Tendsto (fun z => z * axialPotential Q a z) atTop (𝓝 Q) := by
  have h1 : Tendsto (fun z : ℝ => a / z) atTop (𝓝[>] 0) := by
    refine tendsto_nhdsWithin_iff.2 ⟨tendsto_const_nhds.div_atTop tendsto_id, ?_⟩
    filter_upwards [eventually_gt_atTop 0] with z hz
    exact div_pos ha hz
  -- arctan(t)/t → 1 is the slope of arctan at zero
  have h := ((hasDerivAt_arctan 0).tendsto_slope_zero_right.comp h1).const_mul Q
  rw [show Q * (1 / (1 + (0 : ℝ) ^ 2)) = Q by norm_num] at h
  refine h.congr' ?_
  filter_upwards [eventually_gt_atTop 0] with z hz
  rw [(axial_potential Q ha hz).2]
  simp only [Function.comp_apply, smul_eq_mul, zero_add, arctan_zero, sub_zero, inv_div]
  ring

end

end ConductingDisc
```

```lean
#print axioms ConductingDisc.capacitance
-- 'ConductingDisc.capacitance' depends on axioms: [propext, Classical.choice, Quot.sound]
#print axioms ConductingDisc.far_field
-- 'ConductingDisc.far_field' depends on axioms: [propext, Classical.choice, Quot.sound]
```

## The statements and their physics

All quantities are real numbers, $a>0$ throughout, and $Q$ has either sign. At distance $s$ from the centre, `surfaceDensity Q a s` is
$$\sigma(s)=\frac{Q}{2\pi a\sqrt{a^2-s^2}},$$
with both faces summed. `ringCharge Q a s` is the charge per unit radius $\lambda(s)=2\pi s\,\sigma(s)$, and `totalCharge Q a` is $\int_0^a\lambda\,ds$. Every point of the ring of radius $s$ lies at distance $\sqrt{s^2+z^2}$ from the axis point at height $z$, so `axialPotential Q a z` is
$$V(z)=\int_0^a\frac{\lambda(s)}{\sqrt{s^2+z^2}}\,ds,$$
the Coulomb potential with its zero at infinity. The angular integration is built into these definitions.

`enclosed_charge` gives the charge within a radius $R$, $0\le R\le a$, as $Q\,(1-\sqrt{a^2-R^2}/a)$, and `total_charge` gives $Q$ for the whole disc. `axial_potential` states $V(z)=(Q/a)\arctan(a/z)$ for $z>0$, and `centre_potential` states $V(0)=\pi Q/(2a)$. Each of these four also asserts `IntervalIntegrable` for its integrand: the integrands over the whole disc grow like $(a-s)^{-1/2}$ at the rim for $Q\neq0$, and Lean would give a non-integrable function the integral $0$.

In `potential_tendsto_centre` the filter `𝓝[>] 0` means $z\to0^+$, and the limit of $V(z)$ is $\pi Q/(2a)$, the centre value. For $Q\ne0$, `capacitance` says that total charge divided by $V(z)$ tends to $2a/\pi$ as $z\to0^+$ and equals $2a/\pi$ at $z=0$. `far_field` says $zV(z)\to Q$ as $z\to\infty$, the point-charge behaviour along the axis.

The density $\sigma$ enters as a definition. That it is the equilibrium distribution of a conductor, with the same potential at every point of the disc, is the physical premise behind the name `capacitance` and is not among the theorems, which evaluate the potential only on the axis for $z\ge0$. The number $2a/\pi$ is therefore charge over potential read at the centre.

## The integrals by hand

Write $u(s)=\sqrt{a^2-s^2}$. Cancelling $2\pi$ gives $\lambda=(Q/a)\,s/u$, and for $0<s<a$ the derivative is $u'=-s/u$. Hence $-u$ is an antiderivative of $s/u$, and with $u(0)=a$,
$$\int_0^R\lambda\,ds=\frac Qa\bigl(a-u(R)\bigr)=Q\Bigl(1-\frac{\sqrt{a^2-R^2}}{a}\Bigr).$$
At $R=a$ the root vanishes and the charge is $Q$.

For $z>0$ put $w(s)=\sqrt{s^2+z^2}$, so that $w'=s/w$ and the integrand of $V$ is $(Q/a)\,s/(uw)$. The quotient rule gives
$$\Bigl(\frac uw\Bigr)'=\frac{-(s/u)\,w-u\,(s/w)}{w^2}=-\frac{s\,(w^2+u^2)}{u\,w^3},\qquad 1+\frac{u^2}{w^2}=\frac{w^2+u^2}{w^2}.$$
Dividing the first by the second, $F=-\arctan(u/w)$ has $F'=s/(uw)$. At the rim $u=0$, so $F(a)=0$; at the centre $u=a$ and $w=z$, so $F(0)=-\arctan(a/z)$. Thus $V(z)=(Q/a)\arctan(a/z)$.

At $z=0$ and $s>0$ one has $w=s$, and $s/(uw)=1/u$. Since $\frac{d}{ds}\arcsin(s/a)=\frac{1}{a\sqrt{1-s^2/a^2}}=1/u$, the integral is $(Q/a)(\arcsin1-\arcsin0)=\pi Q/(2a)$. As $z\to0^+$ the ratio $a/z$ grows without bound and its arctangent tends to $\pi/2$, which gives the same value. Then $Q\big/\frac{\pi Q}{2a}=2a/\pi$. For large $z$ set $t=a/z\to0^+$; then $zV=Q\arctan(t)/t\to Q$, because the arctangent vanishes at zero and has slope $1$ there.

## The proof in Lean

`integral_of_nonneg_deriv` handles the rim. If $F$ is continuous on $[0,b]$, $b\ge0$, and has a derivative $g\ge0$ on the open interval, then for any constant $c$ the function $cg$ is integrable with integral $c\,(F(b)-F(0))$. Integrability comes from `intervalIntegral.integrableOn_deriv_of_nonneg`, which needs $g\ge0$ but no upper bound on $g$. Taking $c=Q/a$ outside leaves a nonnegative $g$ whatever the sign of $Q$.

`ringCharge_eq` and `hasDerivAt_rim` are the two opening facts, $\lambda=(Q/a)\,s/u$ and $u'=-s/u$. `enclosed_charge` feeds $F=-u$, $g=s/u$, $b=R$ to the tool lemma, with `h0` supplying $u(0)=a$; `total_charge` sets $R=a$.

In `axial_potential`, `hw` keeps $w$ positive, so that $u/w$ is continuous up to the rim (`hc`). The chain `fun_div`, `arctan`, `fun_neg` differentiates $-\arctan(u/w)$, and `key` is the division of the two displayed expressions, as an algebraic identity for arbitrary $s$ and positive $u$, $w$. The final `simp` evaluates the endpoints. `centre_potential` uses `hasDerivAt_arcsin`, whose conditions $s/a\ne\pm1$ are `h1` and `h2`; `e1` rewrites $\sqrt{1-s^2/a^2}=u/a$, `e2` is $w=s$, and `e3` matches the derivative to the integrand.

`potential_tendsto_centre` composes $a/z\to\infty$ with `tendsto_arctan_atTop`, and `congr'` transfers the limit from the closed form to $V$, the two agreeing for $z>0$. `capacitance` divides the constant $Q$ by this limit, which `hne` shows to be nonzero. `far_field` reads $\arctan(t)/t$ as the difference quotient at zero through `tendsto_slope_zero_right` and composes it with $a/z\to0^+$.

## Numbers for $a=1$, $Q=1$

Within $R=0.6$ the root is $\sqrt{1-0.36}=0.8$, so the enclosed charge is $0.2$ on $36\%$ of the area. The centre potential is $\pi/2\approx1.571$ and the capacitance is $2/\pi\approx0.637$. At $z=1$, $V=\pi/4\approx0.785$. At $z=\sqrt3$, $V=\pi/6\approx0.524$ and $zV\approx0.907$. At $z=10$, $\arctan0.1\approx0.1-0.001/3\approx0.09967$, so $zV\approx0.997$, close to $Q$.
